# Destructive interference midway between two equally coupled levels

Take two levels at energies $d$ and $-d$, with $d\neq0$, both coupled with amplitude 1 to an entrance and to an exit. Send in an electron at energy $E=0$, midway between them. The level at $d$ responds with amplitude $1/(0-d)=-1/d$, the level at $-d$ with amplitude $1/(0+d)=1/d$. The exit collects the sum of the two responses, which is zero.

Broadening by the contacts does not spoil this cancellation. The contacts act on a state only through its overlap with the coupling vector $v=(1,1)$, and the response $(-1/d,\,1/d)$ has no such overlap. The rest of the calculation gives the transmission at other energies, and shows what happens to the levels when $d=0$.

## Levels that decay through one coupling vector

Let a finite set of levels, labelled by $j$, have real energies $\varepsilon_j$ and real coupling amplitudes $v_j$. In Lean the labels form an arbitrary finite type `n`; the two-level case uses `Fin 2`, whose labels are 0 and 1.

```lean
import Mathlib

open Matrix Complex

namespace TwoPathInterference

noncomputable section

variable {n : Type*} [Fintype n] [DecidableEq n]
```

The amplitudes are real but the Green matrix is complex, so `contact` reads $v$ as a complex vector. Since $v$ is real, the product `⬝ᵥ`, which conjugates nothing, gives the usual overlap of a state with $v$.

```lean
/-- The real coupling amplitudes of the levels, read as a complex vector. -/
def contact (v : n → ℝ) : n → ℂ := fun j => (v j : ℂ)
```

Each of the two contacts has the broadening matrix $\gamma vv^{\mathsf T}$. Half of their sum enters the effective Hamiltonian with a factor $-i$:

$$H=\operatorname{diag}(\varepsilon)-i\gamma\,vv^{\mathsf T}.$$

The constant $\gamma$ is the strength of escape into a contact. It is taken to be independent of energy, with no accompanying level shift, as in the wide-band limit.

```lean
/-- The effective Hamiltonian `diag(ε) - i γ v vᵀ` of levels `ε` that decay through the
single coupling vector `v`. -/
def effectiveHamiltonian (γ : ℝ) (ε v : n → ℝ) : Matrix n n ℂ :=
  Matrix.diagonal (fun j => (ε j : ℂ)) - (I * γ) • Matrix.vecMulVec (contact v) (contact v)
```

The Green matrix at real energy $E$ is $G=(E-H)^{-1}$. Its inverse is the more convenient object, because it can be written down directly.

```lean
/-- The matrix `E - H` whose inverse is the Green matrix at energy `E`. -/
def inverseGreen (γ : ℝ) (ε v : n → ℝ) (E : ℝ) : Matrix n n ℂ :=
  (E : ℂ) • (1 : Matrix n n ℂ) - effectiveHamiltonian γ ε v
```

For coherent, non-interacting electrons the transmission is $\operatorname{Tr}(\Gamma_LG\Gamma_RG^\dagger)$. With $\Gamma_L=\Gamma_R=\gamma vv^{\mathsf T}$, the trace factorises into

$$T=\gamma^2\,|v^{\mathsf T}Gv|^2 .$$

The file takes this last expression as its definition of $T$ and does not derive it from a scattering problem. Lean assigns a value to the inverse of a singular matrix too, so each formula for $T$ below comes with the invertibility of $E-H$, either as a hypothesis or as part of the conclusion.

```lean
/-- The transmission `γ² |vᵀ G v|²`, for energies at which `E - H` is invertible. -/
def transmission (γ : ℝ) (ε v : n → ℝ) (E : ℝ) : ℝ :=
  γ ^ 2 * ‖contact v ⬝ᵥ ((inverseGreen γ ε v E)⁻¹ *ᵥ contact v)‖ ^ 2
```

Without the contact term, the amplitude from entrance to exit would be a sum of one real contribution per level,

$$S=\sum_j\frac{v_j^2}{E-\varepsilon_j}.$$

```lean
/-- The sum over paths `∑ v_j² / (E - ε_j)`, for energies `E` different from every level. -/
def pathSum (ε v : n → ℝ) (E : ℝ) : ℝ := ∑ j, v j ^ 2 / (E - ε j)
```

## The response to an incoming electron

Applying $E-H$ to a state $y$ gives, component by component,

$$\big((E-H)y\big)_j=(E-\varepsilon_j)\,y_j+i\gamma\,v_j\,(v\cdot y).$$

The first term treats each level separately. The second joins them, and it vanishes for any state orthogonal to $v$. In the proof, the auxiliary statement `h` is the identity $(aa^{\mathsf T})y=a\,(a\cdot y)$; expanding the definitions does the rest.

```lean
/-- The action of `E - H` on a state: each level responds by itself, and all levels are
joined through their common overlap with the coupling vector. -/
theorem inverseGreen_mulVec (γ : ℝ) (ε v : n → ℝ) (E : ℝ) (y : n → ℂ) (j : n) :
    (inverseGreen γ ε v E *ᵥ y) j
      = ((E : ℂ) - ε j) * y j + I * γ * contact v j * (contact v ⬝ᵥ y) := by
  have h : ∀ a : n → ℂ, (Matrix.vecMulVec a a *ᵥ y) j = a j * (a ⬝ᵥ y) := by
    intro a
    simp only [Matrix.mulVec, dotProduct, Matrix.vecMulVec_apply, Finset.mul_sum, mul_assoc]
  simp only [inverseGreen, effectiveHamiltonian, Matrix.sub_mulVec, Matrix.smul_mulVec,
    Matrix.one_mulVec, Matrix.mulVec_diagonal, Pi.sub_apply, Pi.smul_apply, smul_eq_mul, h]
  ring
```

To find $T$ there is no need to invert the matrix entry by entry. Suppose that $E-H$ is invertible and that some vector $x$ satisfies $(E-H)x=c\,v$ with $c\neq0$. Then $Gv=x/c$, and therefore

$$T=\gamma^2\,\frac{|v\cdot x|^2}{|c|^2}.$$

The Lean proof first shows $c\,Gv=x$, then substitutes this for $x$ and cancels $|c|^2$.

```lean
/-- If `E - H` is invertible and sends `x` to a nonzero multiple `c` of the coupling vector,
the transmission is `γ² |v · x|² / |c|²`. -/
theorem transmission_of_response (γ : ℝ) (ε v : n → ℝ) (E : ℝ) (x : n → ℂ) (c : ℂ)
    (hdet : (inverseGreen γ ε v E).det ≠ 0) (hc : c ≠ 0)
    (h : inverseGreen γ ε v E *ᵥ x = c • contact v) :
    transmission γ ε v E = γ ^ 2 * (‖contact v ⬝ᵥ x‖ ^ 2 / ‖c‖ ^ 2) := by
  have hx : c • ((inverseGreen γ ε v E)⁻¹ *ᵥ contact v) = x := by
    rw [← Matrix.mulVec_smul, ← h, Matrix.mulVec_mulVec,
      Matrix.nonsing_inv_mul _ (isUnit_iff_ne_zero.mpr hdet), Matrix.one_mulVec]
  unfold transmission
  rw [← hx, dotProduct_smul, smul_eq_mul, norm_mul, mul_pow,
    mul_div_cancel_left₀ _ (pow_ne_zero 2 (norm_ne_zero_iff.mpr hc))]
```

## Any finite number of levels

Let $E$ differ from every $\varepsilon_j$, and choose $x_j=v_j/(E-\varepsilon_j)$. Then $v\cdot x=S$, and the action formula gives

$$\big((E-H)x\big)_j=v_j+i\gamma v_jS=(1+i\gamma S)\,v_j .$$

So $c=1+i\gamma S$. Because $S$ is real, $|c|^2=1+\gamma^2S^2$, which is never zero.

Invertibility follows from the same vector. If $(E-H)y=0$, then $y_j=-i\gamma\,(v\cdot y)\,x_j$. Taking the overlap with $v$ gives $(v\cdot y)(1+i\gamma S)=0$, hence $v\cdot y=0$, and so $y=0$. The result is

$$T=\frac{\gamma^2S^2}{1+\gamma^2S^2}.$$

In the code, `hsum` is the overlap $v\cdot x=S$, `hnorm` is the value of $|c|^2$, `hdet` is the null-vector argument and `hresp` is the response equation. The theorem holds for every real $\gamma$, although only $\gamma>0$ describes escape into contacts.

```lean
/-- For any finite number of levels and an energy off every level, `E - H` is invertible and
the transmission is `γ² S² / (1 + γ² S²)`, where `S` is the sum over paths. -/
theorem transmission_many_levels (γ : ℝ) (ε v : n → ℝ) (E : ℝ) (hE : ∀ j, E ≠ ε j) :
    (inverseGreen γ ε v E).det ≠ 0 ∧
      transmission γ ε v E
        = γ ^ 2 * pathSum ε v E ^ 2 / (1 + γ ^ 2 * pathSum ε v E ^ 2) := by
  have hne : ∀ j, (E : ℂ) - ε j ≠ 0 := fun j =>
    sub_ne_zero.mpr (fun h => hE j (Complex.ofReal_injective h))
  obtain ⟨x, hx⟩ : ∃ x : n → ℂ, x = fun j => contact v j / ((E : ℂ) - ε j) := ⟨_, rfl⟩
  have hxj : ∀ j, x j = contact v j / ((E : ℂ) - ε j) := fun j => congrFun hx j
  have hsum : contact v ⬝ᵥ x = (pathSum ε v E : ℂ) := by
    simp only [dotProduct, hxj, contact, pathSum]
    push_cast
    exact Finset.sum_congr rfl fun j _ => by ring
  have hnorm : ‖1 + I * γ * (pathSum ε v E : ℂ)‖ ^ 2 = 1 + γ ^ 2 * pathSum ε v E ^ 2 := by
    have e : 1 + I * γ * (pathSum ε v E : ℂ)
        = ((1 : ℝ) : ℂ) + ((γ * pathSum ε v E : ℝ) : ℂ) * I := by
      push_cast
      ring
    rw [e, Complex.sq_norm, Complex.normSq_add_mul_I]
    ring
  have hc : 1 + I * γ * (pathSum ε v E : ℂ) ≠ 0 := by
    intro h
    rw [h, norm_zero] at hnorm
    nlinarith [sq_nonneg (γ * pathSum ε v E)]
  have hdet : (inverseGreen γ ε v E).det ≠ 0 := by
    intro h0
    obtain ⟨y, hy0, hy⟩ := Matrix.exists_mulVec_eq_zero_iff.mpr h0
    -- a null vector is proportional to x, with its own overlap as the factor
    have hyx : y = (-(I * γ * (contact v ⬝ᵥ y))) • x := by
      funext j
      have hj := inverseGreen_mulVec γ ε v E y j
      rw [hy, Pi.zero_apply] at hj
      rw [Pi.smul_apply, smul_eq_mul, hxj, ← mul_div_assoc, eq_div_iff (hne j)]
      linear_combination -hj
    have hs : contact v ⬝ᵥ y = -(I * γ * (contact v ⬝ᵥ y)) * (pathSum ε v E : ℂ) := by
      calc contact v ⬝ᵥ y = contact v ⬝ᵥ ((-(I * γ * (contact v ⬝ᵥ y))) • x) :=
            congrArg (fun z => contact v ⬝ᵥ z) hyx
        _ = _ := by rw [dotProduct_smul, hsum, smul_eq_mul]
    have hprod : (contact v ⬝ᵥ y) * (1 + I * γ * (pathSum ε v E : ℂ)) = 0 := by
      linear_combination hs
    have hs0 := (mul_eq_zero.mp hprod).resolve_right hc
    rw [hs0] at hyx
    exact hy0 (by simpa using hyx)
  refine ⟨hdet, ?_⟩
  have hresp : inverseGreen γ ε v E *ᵥ x
      = (1 + I * γ * (pathSum ε v E : ℂ)) • contact v := by
    funext j
    have e : ((E : ℂ) - ε j) * (contact v j / ((E : ℂ) - ε j)) = contact v j := by
      have := hne j
      field_simp
    rw [inverseGreen_mulVec, hsum, hxj, Pi.smul_apply, smul_eq_mul]
    linear_combination e
  rw [transmission_of_response γ ε v E x _ hdet hc hresp, hsum, hnorm, Complex.sq_norm,
    Complex.normSq_ofReal]
  ring
```

## Two levels, including the resonant energies

For $\varepsilon_0=d$, $\varepsilon_1=-d$ and $v=(1,1)$, the sum is $S=2E/(E^2-d^2)$. The general formula then leaves out $E=\pm d$, where $S$ has a zero denominator. The determinant has no such difficulty:

$$\det(E-H)=(E-d+i\gamma)(E+d+i\gamma)-(i\gamma)^2=E^2-d^2+2i\gamma E .$$

```lean
/-- For levels `d` and `-d`, both with coupling 1, the determinant of `E - H` is
`E² - d² + 2 i γ E`. -/
theorem det_two_levels (γ d E : ℝ) :
    (inverseGreen γ ![d, -d] ![1, 1] E).det
      = ((E ^ 2 - d ^ 2 : ℝ) : ℂ) + ((2 * γ * E : ℝ) : ℂ) * I := by
  rw [Matrix.det_fin_two]
  simp [inverseGreen, effectiveHamiltonian, contact, Matrix.vecMulVec_apply]
  ring
```

Let $\gamma>0$. The determinant vanishes only if its real and imaginary parts both do. The imaginary part forces $E=0$, and the real part then forces $d=0$. Thus $E-H$ is invertible unless $E$ and $d$ are both zero.

Multiplying the earlier response vector by $E^2-d^2$ removes its denominators and gives $x=(E+d,\,E-d)$. For this vector $v\cdot x=2E$, and both components of $(E-H)x$ equal

$$E^2-d^2+2i\gamma E .$$

This is the determinant again, now in the role of $c$. The response formula yields

$$T=\frac{4\gamma^2E^2}{(E^2-d^2)^2+4\gamma^2E^2}.$$

The hypothesis `E ≠ 0 ∨ d ≠ 0` covers all $E\neq0$, and also $E=0$ when the levels are split. In the proof, `key` separates real and imaginary parts, `hresp` checks the two components by `fin_cases`, and `hover` computes the overlap $2E$.

```lean
/-- Two levels `d` and `-d`, both with coupling 1, and `γ > 0`: unless `E` and `d` both vanish,
`E - H` is invertible and the transmission is `4 γ² E² / ((E² - d²)² + 4 γ² E²)`. -/
theorem transmission_two_levels (γ d E : ℝ) (hγ : 0 < γ) (h : E ≠ 0 ∨ d ≠ 0) :
    (inverseGreen γ ![d, -d] ![1, 1] E).det ≠ 0 ∧
      transmission γ ![d, -d] ![1, 1] E
        = 4 * γ ^ 2 * E ^ 2 / ((E ^ 2 - d ^ 2) ^ 2 + 4 * γ ^ 2 * E ^ 2) := by
  have key : ∀ a b : ℝ, (a : ℂ) + b * I = 0 → a = 0 ∧ b = 0 := fun a b hab =>
    ⟨by simpa using congrArg Complex.re hab, by simpa using congrArg Complex.im hab⟩
  have hdet : (inverseGreen γ ![d, -d] ![1, 1] E).det ≠ 0 := by
    intro h0
    rw [det_two_levels] at h0
    obtain ⟨h1, h2⟩ := key _ _ h0
    have hE : E = 0 := (mul_eq_zero.mp h2).resolve_left (by positivity)
    have hd : d = 0 := by
      rw [hE] at h1
      exact pow_eq_zero_iff (two_ne_zero) |>.mp (by linarith)
    exact h.elim (fun k => k hE) (fun k => k hd)
  refine ⟨hdet, ?_⟩
  -- the response to the coupling vector, cleared of its denominator
  have hresp : inverseGreen γ ![d, -d] ![1, 1] E *ᵥ ![(E : ℂ) + d, (E : ℂ) - d]
      = (((E ^ 2 - d ^ 2 : ℝ) : ℂ) + ((2 * γ * E : ℝ) : ℂ) * I) • contact ![1, 1] := by
    funext j
    rw [inverseGreen_mulVec]
    fin_cases j <;> simp [contact, dotProduct, Fin.sum_univ_two] <;> ring
  have hover : contact ![1, 1] ⬝ᵥ ![(E : ℂ) + d, (E : ℂ) - d] = ((2 * E : ℝ) : ℂ) := by
    simp only [dotProduct, contact, Fin.sum_univ_two, Matrix.cons_val_zero, Matrix.cons_val_one]
    push_cast
    ring
  rw [transmission_of_response γ _ _ E _ _ hdet (det_two_levels γ d E ▸ hdet) hresp, hover,
    Complex.sq_norm, Complex.sq_norm, Complex.normSq_ofReal, Complex.normSq_add_mul_I]
  ring
```

Numerator and denominator differ by $(E^2-d^2)^2$. Hence $T=1$ exactly when $E^2=d^2$, that is, when the incoming energy coincides with one of the bare levels. The excluded point $E=d=0$ is the only place where the denominator could vanish, and the Lean proof uses the hypothesis to rule it out.

```lean
/-- Two levels `d` and `-d`, both with coupling 1, and `γ > 0`: unless `E` and `d` both vanish, the
transmission equals one exactly when `E² = d²`. -/
theorem perfect_transmission_iff (γ d E : ℝ) (hγ : 0 < γ) (h : E ≠ 0 ∨ d ≠ 0) :
    transmission γ ![d, -d] ![1, 1] E = 1 ↔ E ^ 2 = d ^ 2 := by
  rw [(transmission_two_levels γ d E hγ h).2]
  constructor
  · intro h1
    have hD : (E ^ 2 - d ^ 2) ^ 2 + 4 * γ ^ 2 * E ^ 2 ≠ 0 := by
      intro h0
      rw [h0, div_zero] at h1
      exact zero_ne_one h1
    rw [div_eq_one_iff_eq hD] at h1
    have h2 : (E ^ 2 - d ^ 2) ^ 2 = 0 := by linarith
    exact sub_eq_zero.mp (pow_eq_zero_iff (two_ne_zero) |>.mp h2)
  · intro h1
    have hE : E ≠ 0 := by
      intro h0
      have hd : d ^ 2 = 0 := by rw [← h1, h0]; ring
      exact h.elim (fun k => k h0) (fun k => k (pow_eq_zero_iff (two_ne_zero) |>.mp hd))
    have hD : 4 * γ ^ 2 * E ^ 2 ≠ 0 := by positivity
    rw [h1, sub_self, ← h1, zero_pow two_ne_zero, zero_add, div_self hD]
```

At $E=0$ and $d\neq0$ the numerator is zero while $E-H$ is still invertible. This is the cancellation from the opening, now with the contacts included.

```lean
/-- For `γ > 0` and levels `d` and `-d` with `d ≠ 0`, both with coupling 1, the matrix `E - H` is
invertible at `E = 0` and the transmission there is zero. -/
theorem antiresonance (γ d : ℝ) (hγ : 0 < γ) (hd : d ≠ 0) :
    (inverseGreen γ ![d, -d] ![1, 1] 0).det ≠ 0 ∧
      transmission γ ![d, -d] ![1, 1] 0 = 0 := by
  obtain ⟨h1, h2⟩ := transmission_two_levels γ d 0 hγ (Or.inr hd)
  exact ⟨h1, by rw [h2]; simp⟩
```

## The state that the contacts cannot reach

Now let $d=0$. The antisymmetric vector $(1,-1)$, or $(1,-1)/\sqrt2$ when normalised, is orthogonal to $v$, so the contact term gives nothing. The level energies are zero as well, and therefore

$$H\begin{pmatrix}1\\-1\end{pmatrix}=0 .$$

An eigenvalue of $H$ with a negative imaginary part belongs to a decaying state, and that imaginary part sets its width. Here the eigenvalue is zero, so the width is zero and the state never escapes. The normalised symmetric state $(1,1)/\sqrt2$ has eigenvalue $-2i\gamma$ and carries all the transmission: for $E\neq0$ the formula for $T$ reduces to the Lorentzian $4\gamma^2/(E^2+4\gamma^2)$.

Lean evaluates the two components of $H(1,-1)^{\mathsf T}$ directly.

```lean
/-- For two levels at energy zero, both with coupling 1, the effective Hamiltonian sends the
antisymmetric vector `(1, -1)` to zero. -/
theorem dark_state (γ : ℝ) :
    effectiveHamiltonian γ ![0, -0] ![1, 1] *ᵥ ![1, -1] = 0 := by
  funext j
  fin_cases j <;>
    simp [effectiveHamiltonian, contact, Matrix.mulVec, dotProduct, Fin.sum_univ_two,
      Matrix.vecMulVec_apply]
```

For $\gamma>0$, a state of zero width exists only at this degeneracy. If $Hy=Ey$ with $E$ real and $y\neq0$, then $E-H$ has a null vector and is singular. For $d\neq0$ this contradicts the invertibility found above at every real energy. Conversely, $d=0$ supplies the state $(1,-1)$ with eigenvalue zero. The two directions of the Lean proof are these two arguments, and "zero width" is expressed there as the existence of a real eigenvalue with a nonzero eigenvector.

```lean
/-- For `γ > 0` and levels `d` and `-d`, both with coupling 1, the effective Hamiltonian has an
eigenvector with a real eigenvalue exactly when `d = 0`. -/
theorem zero_width_iff (γ d : ℝ) (hγ : 0 < γ) :
    (∃ E : ℝ, ∃ y : Fin 2 → ℂ, y ≠ 0 ∧
      effectiveHamiltonian γ ![d, -d] ![1, 1] *ᵥ y = (E : ℂ) • y) ↔ d = 0 := by
  constructor
  · rintro ⟨E, y, hy0, hy⟩
    by_contra hd
    -- a real eigenvalue would make E - H singular
    refine (transmission_two_levels γ d E hγ (Or.inr hd)).1
      (Matrix.exists_mulVec_eq_zero_iff.mp ⟨y, hy0, ?_⟩)
    rw [inverseGreen, Matrix.sub_mulVec, Matrix.smul_mulVec, Matrix.one_mulVec, hy, sub_self]
  · rintro rfl
    refine ⟨0, ![1, -1], fun h => ?_, ?_⟩
    · simpa using congrFun h 0
    · rw [dark_state, Complex.ofReal_zero, zero_smul]

end

end TwoPathInterference
```

For non-interacting electrons and two wide-band contacts with the same real coupling vector, these formulas provide a reference case for Green-function transport codes and a minimal model of destructive interference in a molecular junction. Contacts with different coupling vectors, complex coupling amplitudes and energy-dependent broadening are not treated here.

```lean
#print axioms TwoPathInterference.transmission_two_levels
#print axioms TwoPathInterference.perfect_transmission_iff
#print axioms TwoPathInterference.antiresonance
#print axioms TwoPathInterference.zero_width_iff
```

```
'TwoPathInterference.transmission_two_levels' depends on axioms: [propext, Classical.choice, Quot.sound]
'TwoPathInterference.perfect_transmission_iff' depends on axioms: [propext, Classical.choice, Quot.sound]
'TwoPathInterference.antiresonance' depends on axioms: [propext, Classical.choice, Quot.sound]
'TwoPathInterference.zero_width_iff' depends on axioms: [propext, Classical.choice, Quot.sound]
```
